# For real orbitals with positive semidefinite integrals, ordered triplet stability eigenvalues never exceed the singlet ones

A converged closed-shell Hartree–Fock determinant can be a saddle point of the energy. Two matrices test for this: the singlet one for orbital rotations that keep both spins in the same orbitals, the triplet one for rotations that separate them. If the two spectra were unrelated, a negative singlet eigenvalue would leave open whether breaking spin symmetry also lowers the energy, and a clean triplet test would still leave the singlet test to be run.

For real orbital rotations in a finite basis, with two-electron integrals positive semidefinite on orbital pairs, the spectra are related. Each ordered triplet eigenvalue is at most its singlet counterpart, so a singlet instability implies a spin-breaking one.

## Orbitals and their integrals

```lean
import Mathlib

open Matrix

namespace HartreeFockStabilityOrdering

noncomputable section

variable {o v n : Type*} [Fintype o] [Fintype v] [Fintype n]
  [DecidableEq o] [DecidableEq v] [DecidableEq n]
```

The finite types `o` and `v` label occupied and virtual spatial orbitals. The type `n` labels the rows of a general matrix.

```lean
/-- Two-electron integrals `g p q r s = (pq|rs)` of real orbitals: symmetric within a pair,
symmetric under exchange of the pairs, and positive semidefinite on orbital pairs. -/
structure RealIntegrals {m : Type*} [Fintype m] (g : m → m → m → m → ℝ) : Prop where
  swap : ∀ p q r s, g p q r s = g q p r s
  exch : ∀ p q r s, g p q r s = g r s p q
  psd : ∀ x : m × m → ℝ, 0 ≤ ∑ p, ∑ q, x p * g p.1 p.2 q.1 q.2 * x q
```

The array `g p q r s` is \((pq|rs)\), in charge-density order. `RealIntegrals g` collects three assumptions:

\[
(pq|rs)=(qp|rs),\qquad (pq|rs)=(rs|pq),\qquad \sum_{pq,rs}x_{pq}\,(pq|rs)\,x_{rs}\ge 0 .
\]

In the code's last condition, `p` and `q` each stand for a whole orbital pair. Physically, the sum is twice the Coulomb self-energy of the real charge distribution \(\sum_{pq} x_{pq}\phi_p\phi_q\), which is nonnegative. Here this is a hypothesis on the array and is not derived from the Coulomb kernel.

## The singlet and triplet matrices

```lean
/-- The integrals `(ia|jb)` as a matrix on occupied-virtual pairs. -/
def pairCoulomb (g : o ⊕ v → o ⊕ v → o ⊕ v → o ⊕ v → ℝ) : Matrix (o × v) (o × v) ℝ :=
  Matrix.of fun x y => g (.inl x.1) (.inr x.2) (.inl y.1) (.inr y.2)
```

An element of `o ⊕ v` is an occupied orbital, marked `.inl`, or a virtual one, marked `.inr`. A row index `x : o × v` is an excitation \(i\to a\), with `x.1` for \(i\) and `x.2` for \(a\); likewise `y` is \(j\to b\). The matrix is \(K_{ia,jb}=(ia|jb)\).

```lean
/-- The block `A = (ε_a - ε_i) δ + c (ia|jb) - (ij|ab)` with Coulomb weight `c`. -/
def blockA (ε : o ⊕ v → ℝ) (g : o ⊕ v → o ⊕ v → o ⊕ v → o ⊕ v → ℝ) (c : ℝ) :
    Matrix (o × v) (o × v) ℝ :=
  Matrix.of fun x y => (if x = y then ε (.inr x.2) - ε (.inl x.1) else 0)
    + c * g (.inl x.1) (.inr x.2) (.inl y.1) (.inr y.2)
    - g (.inl x.1) (.inl y.1) (.inr x.2) (.inr y.2)
```

This is \(A_{ia,jb}=(\varepsilon_a-\varepsilon_i)\,\delta_{ij}\delta_{ab}+c\,(ia|jb)-(ij|ab)\). The diagonal energy term presupposes canonical orbitals.

```lean
/-- The block `B = c (ia|jb) - (ib|ja)` with Coulomb weight `c`. -/
def blockB (g : o ⊕ v → o ⊕ v → o ⊕ v → o ⊕ v → ℝ) (c : ℝ) :
    Matrix (o × v) (o × v) ℝ :=
  Matrix.of fun x y => c * g (.inl x.1) (.inr x.2) (.inl y.1) (.inr y.2)
    - g (.inl x.1) (.inr y.2) (.inl y.1) (.inr x.2)
```

This is \(B_{ia,jb}=c\,(ia|jb)-(ib|ja)\).

```lean
/-- The stability matrix `A + B` for real orbital rotations, with Coulomb weight `c`. -/
def stabilityMatrix (ε : o ⊕ v → ℝ) (g : o ⊕ v → o ⊕ v → o ⊕ v → o ⊕ v → ℝ) (c : ℝ) :
    Matrix (o × v) (o × v) ℝ :=
  blockA ε g c + blockB g c
```

The weight \(c=2\) gives the singlet matrix \(S\), and \(c=0\) the triplet matrix \(T\). Both have the form \(A+B\), which governs real rotations; imaginary rotations involve \(A-B\) and are left aside. The energies `ε` and integrals `g` are independent inputs: nothing requires them to come from a converged calculation, and the reading of \(A+B\) as an energy Hessian, up to a positive factor, is physics supplied from outside.

```lean
/-- The number of negative eigenvalues of a real symmetric matrix, with multiplicity. -/
def negativeModes {A : Matrix n n ℝ} (hA : A.IsHermitian) : ℕ :=
  (Finset.univ.filter fun k => hA.eigenvalues₀ k < 0).card
```

`IsHermitian` for a real matrix means symmetric. Mathlib's `eigenvalues₀` lists the eigenvalues in decreasing order, repeated by multiplicity and numbered from 0. `negativeModes` counts the negative entries.

## Normal modes of a symmetric form

```lean
/-- A real symmetric matrix has normal modes in which the squared length is the sum of squared
amplitudes, and the quadratic form is that sum weighted by the ordered eigenvalues. -/
theorem normal_modes {A : Matrix n n ℝ} (hA : A.IsHermitian) :
    ∃ u : Fin (Fintype.card n) → n → ℝ,
      (∀ x, x ⬝ᵥ x = ∑ k, (u k ⬝ᵥ x) ^ 2) ∧
      ∀ x, x ⬝ᵥ A *ᵥ x = ∑ k, hA.eigenvalues₀ k * (u k ⬝ᵥ x) ^ 2 := by
  let e : Fin (Fintype.card n) ≃ n := Fintype.equivOfCardEq (Fintype.card_fin _)
  have hin : ∀ x y : EuclideanSpace ℝ n, inner ℝ x y = x.ofLp ⬝ᵥ y.ofLp := by
    intro x y
    rw [EuclideanSpace.inner_eq_star_dotProduct, star_trivial, dotProduct_comm]
  -- completeness of the eigenvectors
  have parseval : ∀ x y : n → ℝ, x ⬝ᵥ y = ∑ k, ((hA.eigenvectorBasis (e k)).ofLp ⬝ᵥ x)
      * ((hA.eigenvectorBasis (e k)).ofLp ⬝ᵥ y) := by
    intro x y
    have h := hA.eigenvectorBasis.sum_inner_mul_inner (WithLp.toLp 2 x) (WithLp.toLp 2 y)
    simp only [hin] at h
    rw [Equiv.sum_comp e (fun i => ((hA.eigenvectorBasis i).ofLp ⬝ᵥ x)
      * ((hA.eigenvectorBasis i).ofLp ⬝ᵥ y))]
    refine h.symm.trans (Finset.sum_congr rfl fun i _ => ?_)
    exact congrArg (· * _) (dotProduct_comm _ _)
  have hAt : Aᵀ = A := by
    ext i j
    simpa using hA.apply i j
  refine ⟨fun k => (hA.eigenvectorBasis (e k)).ofLp, fun x => ?_, fun x => ?_⟩
  · rw [parseval x x]
    exact Finset.sum_congr rfl fun k _ => (sq _).symm
  · rw [parseval x (A *ᵥ x)]
    refine Finset.sum_congr rfl fun k _ => ?_
    have hk : hA.eigenvalues (e k) = hA.eigenvalues₀ k := by
      change hA.eigenvalues₀ (e.symm (e k)) = _
      rw [e.symm_apply_apply]
    rw [Matrix.dotProduct_mulVec, ← Matrix.mulVec_transpose, hAt,
      hA.mulVec_eigenvectorBasis, smul_dotProduct, smul_eq_mul, hk]
    ring
```

In the code `⬝ᵥ` is the dot product and `*ᵥ` applies a matrix to a vector. Let \(A\) now be any real symmetric \(N\times N\) matrix, with eigenvalues \(\alpha_0\ge\dots\ge\alpha_{N-1}\) and orthonormal eigenvectors \(u_k\). Completeness gives \(x\cdot y=\sum_k(u_k\cdot x)(u_k\cdot y)\). Setting \(y=x\) yields the first identity below. Setting \(y=Ax\) and using \(u_k\cdot Ax=(Au_k)\cdot x=\alpha_k\,u_k\cdot x\) yields the second:

\[
x\cdot x=\sum_k (u_k\cdot x)^2,\qquad x\cdot Ax=\sum_k\alpha_k\,(u_k\cdot x)^2 .
\]

The step named `parseval` is completeness, and the closing rewrites move \(A\) onto the eigenvector. The map `e` matches the eigenvectors to the ordered list.

## Comparing eigenvalues through one trial vector

```lean
/-- If one real symmetric quadratic form exceeds another by at most `c` times the squared length,
then each of its ordered eigenvalues exceeds its counterpart by at most `c`. -/
theorem ordered_eigenvalue_le {A B : Matrix n n ℝ} (hA : A.IsHermitian) (hB : B.IsHermitian)
    (c : ℝ) (h : ∀ x, x ⬝ᵥ A *ᵥ x ≤ x ⬝ᵥ B *ᵥ x + c * (x ⬝ᵥ x))
    (k : Fin (Fintype.card n)) : hA.eigenvalues₀ k ≤ hB.eigenvalues₀ k + c := by
  obtain ⟨u, hu1, hu2⟩ := normal_modes hA
  obtain ⟨w, hw1, hw2⟩ := normal_modes hB
  -- one condition for each mode other than `k` leaves a nonzero vector
  let M : Matrix {j : Fin (Fintype.card n) // j ≠ k} n ℝ :=
    Matrix.of fun j => if j.1 < k then w j.1 else u j.1
  have hdim : Module.finrank ℝ ({j : Fin (Fintype.card n) // j ≠ k} → ℝ)
      < Module.finrank ℝ (n → ℝ) := by
    rw [Module.finrank_fintype_fun_eq_card, Module.finrank_fintype_fun_eq_card]
    exact (Fintype.card_subtype_lt (x := k) (by simp)).trans_eq (Fintype.card_fin _)
  obtain ⟨x, hx, hx0⟩ := Submodule.exists_mem_ne_zero_of_ne_bot
    (LinearMap.ker_ne_bot_of_finrank_lt (f := M.mulVecLin) hdim)
  have hM : ∀ j, j ≠ k → (if j < k then w j else u j) ⬝ᵥ x = 0 := fun j hj =>
    congrFun (LinearMap.mem_ker.mp hx) ⟨j, hj⟩
  have low : hA.eigenvalues₀ k * (x ⬝ᵥ x) ≤ x ⬝ᵥ A *ᵥ x := by
    rw [hu2 x, hu1 x, Finset.mul_sum]
    refine Finset.sum_le_sum fun j _ => ?_
    rcases le_or_gt j k with hj | hj
    · exact mul_le_mul_of_nonneg_right (hA.eigenvalues₀_antitone hj) (sq_nonneg _)
    · have h0 := hM j hj.ne'
      rw [if_neg (not_lt_of_ge hj.le)] at h0
      simp [h0]
  have high : x ⬝ᵥ B *ᵥ x ≤ hB.eigenvalues₀ k * (x ⬝ᵥ x) := by
    rw [hw2 x, hw1 x, Finset.mul_sum]
    refine Finset.sum_le_sum fun j _ => ?_
    rcases le_or_gt k j with hj | hj
    · exact mul_le_mul_of_nonneg_right (hB.eigenvalues₀_antitone hj) (sq_nonneg _)
    · have h0 := hM j hj.ne
      rw [if_pos hj] at h0
      simp [h0]
  have pos : 0 < x ⬝ᵥ x := by
    refine lt_of_le_of_ne ?_ fun h0 => hx0 (dotProduct_self_eq_zero.mp h0.symm)
    rw [hu1 x]
    exact Finset.sum_nonneg fun _ _ => sq_nonneg _
  refine le_of_mul_le_mul_right ?_ pos
  rw [add_mul]
  linarith [h x]
```

Let \(B\) now be a second symmetric matrix, with eigenvalues \(\beta_k\) in decreasing order and eigenvectors \(w_k\). The hypothesis is \(x\cdot Ax\le x\cdot Bx+c\,x\cdot x\) for all \(x\), where \(c\) is now a shift. The conclusion is \(\alpha_k\le\beta_k+c\) for every \(k\).

Fix \(k\) and look for a vector satisfying

\[
w_j\cdot x=0\ \ (j<k),\qquad u_j\cdot x=0\ \ (j>k).
\]

These are \(N-1\) homogeneous linear conditions on \(N\) amplitudes, so a nonzero solution \(x\) exists. It contains only modes of \(A\) with \(j\le k\), whose eigenvalues are at least \(\alpha_k\), and only modes of \(B\) with \(j\ge k\), whose eigenvalues are at most \(\beta_k\). Therefore

\[
\alpha_k\,x\cdot x\;\le\; x\cdot Ax\;\le\; x\cdot Bx+c\,x\cdot x\;\le\;(\beta_k+c)\,x\cdot x ,
\]

and dividing by \(x\cdot x>0\) finishes the argument.

In Lean, the rows of `M` are the conditions, `hdim` compares the dimensions, and `x` is taken from the kernel of `M`. The outer inequalities are `low` and `high`, each proved term by term: a mode either has its eigenvalue on the correct side or has zero amplitude. The division uses `pos`.

## Symmetry, and the gap of four Coulomb terms

```lean
/-- For real orbitals the stability matrix is symmetric. -/
theorem stability_symm (ε : o ⊕ v → ℝ) {g : o ⊕ v → o ⊕ v → o ⊕ v → o ⊕ v → ℝ}
    (hg : RealIntegrals g) (c : ℝ) : (stabilityMatrix ε g c).IsHermitian := by
  refine Matrix.IsHermitian.ext fun x y => ?_
  by_cases h : x = y
  · subst h
    exact star_trivial _
  · have h1 : g (.inl y.1) (.inl x.1) (.inr y.2) (.inr x.2)
        = g (.inl x.1) (.inl y.1) (.inr x.2) (.inr y.2) :=
      (hg.swap _ _ _ _).trans ((hg.exch _ _ _ _).trans
        ((hg.swap _ _ _ _).trans (hg.exch _ _ _ _)))
    have h2 := hg.exch (.inl y.1) (.inr x.2) (.inl x.1) (.inr y.2)
    have h3 := hg.exch (.inl y.1) (.inr y.2) (.inl x.1) (.inr x.2)
    simp only [stabilityMatrix, blockA, blockB, Matrix.add_apply, Matrix.of_apply,
      star_trivial, if_neg h, if_neg (Ne.symm h)]
    linear_combination 2 * c * h3 - h1 - h2
```

Exchanging \(ia\) with \(jb\) must leave each term unchanged. For \((ia|jb)\) and \((ib|ja)\) this is the exchange of the two pairs. For the remaining integral,

\[
(ji|ba)=(ij|ba)=(ba|ij)=(ab|ij)=(ij|ab),
\]

which is `h1`. The orbital-energy term is diagonal, so the proof separates the case `x = y`.

```lean
/-- The singlet form (weight 2) is the triplet form (weight 0) plus four times that of
`(ia|jb)`. -/
theorem singlet_form (ε : o ⊕ v → ℝ) (g : o ⊕ v → o ⊕ v → o ⊕ v → o ⊕ v → ℝ)
    (d : o × v → ℝ) : d ⬝ᵥ stabilityMatrix ε g 2 *ᵥ d
      = d ⬝ᵥ stabilityMatrix ε g 0 *ᵥ d + 4 * (d ⬝ᵥ pairCoulomb g *ᵥ d) := by
  have h : stabilityMatrix ε g 2 = stabilityMatrix ε g 0 + (4 : ℝ) • pairCoulomb g := by
    ext x y
    simp only [stabilityMatrix, blockA, blockB, pairCoulomb, Matrix.add_apply,
      Matrix.smul_apply, Matrix.of_apply, smul_eq_mul]
    ring
  rw [h, Matrix.add_mulVec, Matrix.smul_mulVec, dotProduct_add, dotProduct_smul, smul_eq_mul]
```

Both \(A\) and \(B\) contain \(c\,(ia|jb)\), so their sum contains \(2c\,(ia|jb)\). Passing from \(c=0\) to \(c=2\) gives \(S=T+4K\), the matrix identity `h`. Taking the quadratic form in the amplitudes \(d_{ia}\),

\[
d\cdot Sd=d\cdot Td+4\,d\cdot Kd .
\]

## Triplet below singlet, level by level

```lean
/-- For real orbitals with integrals positive semidefinite on pairs, each ordered eigenvalue of
the triplet stability matrix is at most its singlet counterpart. -/
theorem triplet_le_singlet (ε : o ⊕ v → ℝ) {g : o ⊕ v → o ⊕ v → o ⊕ v → o ⊕ v → ℝ}
    (hg : RealIntegrals g) (k : Fin (Fintype.card (o × v))) :
    (stability_symm ε hg 0).eigenvalues₀ k ≤ (stability_symm ε hg 2).eigenvalues₀ k := by
  have hK : ∀ d : o × v → ℝ, 0 ≤ d ⬝ᵥ pairCoulomb g *ᵥ d := by
    intro d
    -- extend the amplitudes by zero to all orbital pairs
    have h := hg.psd fun p => Sum.elim
      (fun i => Sum.elim (fun _ => 0) (fun a => d (i, a)) p.2) (fun _ => 0) p.1
    simpa [pairCoulomb, dotProduct, Matrix.mulVec, Fintype.sum_prod_type,
      Fintype.sum_sum_type, Finset.mul_sum, mul_assoc] using h
  have h := ordered_eigenvalue_le (stability_symm ε hg 0) (stability_symm ε hg 2) 0
    (fun d => by linarith [singlet_form ε g d, hK d]) k
  linarith
```

Write \(\tau_k\) and \(\sigma_k\) for the ordered eigenvalues of \(T\) and \(S\). The theorem states \(\tau_k\le\sigma_k\) for every \(k\).

Positivity was assumed on all orbital pairs but is needed on occupied–virtual ones. Set \(x_{ia}=d_{ia}\), and \(x_{pq}=0\) for every other ordered pair. The assumed inequality then reads \(d\cdot Kd\ge0\), which is `hK`. With the preceding identity, \(d\cdot Td\le d\cdot Sd\), and the eigenvalue comparison with zero shift gives the result.

```lean
/-- For real orbitals with integrals positive semidefinite on pairs, the triplet stability matrix
has at least as many negative eigenvalues as the singlet one. -/
theorem negativeModes_singlet_le_triplet (ε : o ⊕ v → ℝ)
    {g : o ⊕ v → o ⊕ v → o ⊕ v → o ⊕ v → ℝ} (hg : RealIntegrals g) :
    negativeModes (stability_symm ε hg 2) ≤ negativeModes (stability_symm ε hg 0) := by
  refine Finset.card_le_card fun k hk => ?_
  simp only [Finset.mem_filter, Finset.mem_univ, true_and] at hk ⊢
  exact lt_of_le_of_lt (triplet_le_singlet ε hg k) hk
```

If \(\sigma_k<0\), then \(\tau_k\le\sigma_k<0\). Every position counted for the singlet matrix is therefore counted for the triplet matrix, and `Finset.card_le_card` turns this inclusion into an inequality of counts. In particular, one negative singlet eigenvalue forces at least one negative triplet eigenvalue.

## How far apart the levels can be

```lean
/-- For real orbitals, if the form of `(ia|jb)` is at most `κ` times the squared length, each
ordered singlet eigenvalue lies at most `4κ` above its triplet counterpart. -/
theorem singlet_le_triplet_add (ε : o ⊕ v → ℝ) {g : o ⊕ v → o ⊕ v → o ⊕ v → o ⊕ v → ℝ}
    (hg : RealIntegrals g) (κ : ℝ)
    (hκ : ∀ d : o × v → ℝ, d ⬝ᵥ pairCoulomb g *ᵥ d ≤ κ * (d ⬝ᵥ d))
    (k : Fin (Fintype.card (o × v))) :
    (stability_symm ε hg 2).eigenvalues₀ k
      ≤ (stability_symm ε hg 0).eigenvalues₀ k + 4 * κ :=
  ordered_eigenvalue_le _ _ _ (fun d => by linarith [singlet_form ε g d, hκ d]) k
```

Suppose \(d\cdot Kd\le\kappa\,d\cdot d\) for all \(d\); the largest eigenvalue of \(K\) is such a \(\kappa\). Then \(d\cdot Sd\le d\cdot Td+4\kappa\,d\cdot d\), and the same comparison, with the matrices in the opposite roles and shift \(4\kappa\), gives \(\sigma_k\le\tau_k+4\kappa\). This direction uses the permutation symmetries of the integrals but not their positivity.

With one occupied orbital \(i\) and one virtual orbital \(a\), the matrices are numbers:

\[
\tau_0=\varepsilon_a-\varepsilon_i-(ii|aa)-(ia|ia),\qquad \sigma_0=\tau_0+4\,(ia|ia).
\]

With \(\kappa=(ia|ia)\) the upper bound is an equality. Were \((ia|ia)\) negative, the singlet value would be the lower one.

## Density-fitted integrals satisfy the assumptions

```lean
/-- Density-fitted integrals `(pq|rs) = ∑ P, b P p q * b P r s`, with real factors symmetric in
the orbital pair, meet all requirements on real integrals. -/
theorem realIntegrals_witness {m ι : Type*} [Fintype m] [Fintype ι] (b : ι → m → m → ℝ)
    (hb : ∀ P p q, b P p q = b P q p) :
    RealIntegrals fun p q r s => ∑ P, b P p q * b P r s where
  swap p q r s := Finset.sum_congr rfl fun P _ => by rw [hb P p q]
  exch p q r s := Finset.sum_congr rfl fun P _ => mul_comm _ _
  psd x := by
    -- the quadratic form is a sum of squares over the fitting functions
    have h : ∑ p : m × m, ∑ q : m × m, x p * (∑ P, b P p.1 p.2 * b P q.1 q.2) * x q
        = ∑ P, (∑ p : m × m, x p * b P p.1 p.2) ^ 2 := by
      simp only [sq, Finset.mul_sum, Finset.sum_mul]
      symm
      refine Finset.sum_comm.trans (Finset.sum_congr rfl fun p _ => ?_)
      refine Finset.sum_comm.trans (Finset.sum_congr rfl fun q _ => ?_)
      exact Finset.sum_congr rfl fun P _ => by ring
    exact h.symm ▸ Finset.sum_nonneg fun _ _ => sq_nonneg _

end

end HartreeFockStabilityOrdering
```

Take \((pq|rs)=\sum_P b^P_{pq}b^P_{rs}\) with real factors obeying \(b^P_{pq}=b^P_{qp}\). The permutation symmetries are immediate, and

\[
\sum_{pq,rs}x_{pq}\,(pq|rs)\,x_{rs}=\sum_P\Big(\sum_{pq}x_{pq}b^P_{pq}\Big)^2\ge0 .
\]

The proof reorders the sums to reach this sum of squares. The ordering of the stability eigenvalues thus applies to integrals fitted in this form, whatever their fitting error.

```lean
#print axioms HartreeFockStabilityOrdering.triplet_le_singlet
#print axioms HartreeFockStabilityOrdering.negativeModes_singlet_le_triplet
#print axioms HartreeFockStabilityOrdering.singlet_le_triplet_add
```

```
'HartreeFockStabilityOrdering.triplet_le_singlet' depends on axioms: [propext, Classical.choice, Quot.sound]
'HartreeFockStabilityOrdering.negativeModes_singlet_le_triplet' depends on axioms: [propext, Classical.choice, Quot.sound]
'HartreeFockStabilityOrdering.singlet_le_triplet_add' depends on axioms: [propext, Classical.choice, Quot.sound]
```

## Two excitations with numbers

Take one occupied orbital \(i\), two virtual orbitals \(a,b\), and two fitting functions. Let \(b^1\) be the identity matrix, and let \(b^2\) have entries 1 at \(ia, ai, ib, bi\) and 0 elsewhere. Then \((ii|aa)=(ii|bb)=1\), \((ii|ab)=0\), and \((ia|ia)=(ia|ib)=(ib|ib)=1\). These model values satisfy `RealIntegrals` and keep the arithmetic simple, but they are not Coulomb integrals of actual orthonormal orbitals, for which \((ia|ia)<(ii|aa)\). With both orbital-energy gaps equal to 2, in arbitrary units,

\[
T=\begin{pmatrix}0&-1\\-1&0\end{pmatrix},\qquad
S=T+4\begin{pmatrix}1&1\\1&1\end{pmatrix}=\begin{pmatrix}4&3\\3&4\end{pmatrix}.
\]

The ordered eigenvalues are \((1,-1)\) for the triplet and \((7,1)\) for the singlet: one negative mode against none. Here \(\kappa=2\), and the gaps 6 and 2 lie within \(4\kappa=8\). The in-phase vector \((1,1)/\sqrt2\) moves from \(-1\) to \(7\), while \((1,-1)/\sqrt2\) stays at \(1\). The modes change order, so the theorem's pairing is by position in the list and not by eigenvector.
